# Linear mixing with a residual one iteration old: the error of a real mode tends to zero from all starts exactly when $0 < \alpha l < 1$

Take a single error mode of a self-consistency cycle, and choose the mixing strength so that one step with the current residual removes the error completely: $e_1 = e_0 - e_0 = 0$. Now let the residual be one iteration old. The same strength gives $e_{k+2} = e_{k+1} - e_k$, and from the errors $0, 1$ the sequence runs

$$0,\ 1,\ 1,\ 0,\ -1,\ -1,\ 0,\ 1,\ \dots$$

It repeats every six iterations and never settles. Each correction has the right size for the error that the mode had one iteration earlier, and in two steps out of three the error has changed by the time the correction is applied.

```lean
import Mathlib

open Filter Topology

namespace DelayedResidualMixing

noncomputable section
```

## One mode, two mixing rules

Let $\alpha$ be the mixing parameter and $l$ the dielectric eigenvalue of the mode. Physically, $l$ measures how strongly the residual (output minus input) responds to a deviation from self-consistency, with the screening by the electrons included. Both numbers are real, and no sign is assumed for either. With the delayed residual, the error $e_k$ at iteration $k$ obeys

$$e_{k+2} = e_{k+1} - \alpha l\, e_k .$$

The two starting errors $e_0$ and $e_1$ are independent data, because the rule first acts at iteration 2. In Lean, $e_k$ is `delayedError α l e₀ e₁ k`.

```lean
/-- Error of one mode with dielectric eigenvalue `l` under linear mixing with parameter `α`,
when the residual used is one iteration old: `e (k+2) = e (k+1) - α l e k`. -/
def delayedError (α l e₀ e₁ : ℝ) : ℕ → ℝ
  | 0 => e₀
  | 1 => e₁
  | k + 2 => delayedError α l e₀ e₁ (k + 1) - α * l * delayedError α l e₀ e₁ k
```

With the current residual, one starting error is enough, and $e_{k+1} = e_k - \alpha l\, e_k$.

```lean
/-- Error of the same mode when the current residual is used: `e (k+1) = e k - α l e k`. -/
def currentError (α l e₀ : ℝ) : ℕ → ℝ
  | 0 => e₀
  | k + 1 => currentError α l e₀ k - α * l * currentError α l e₀ k
```

Only the product $c = \alpha l$ enters either rule. To follow the delayed error we need a measure of two successive errors $x = e_k$ and $y = e_{k+1}$, since one error alone does not determine the next. A suitable choice is

$$V(x,y) = y^2 + c\,(y-x)^2 + c\,x^2 ,$$

which is non-negative for $c \ge 0$.

```lean
/-- A quadratic measure of two successive errors `x`, `y` for mixing strength `c = α l`. -/
def lyapunov (c x y : ℝ) : ℝ := y ^ 2 + c * (y - x) ^ 2 + c * x ^ 2
```

The delayed rule is also recorded as an equation that later proofs can rewrite with. It holds by definition.

```lean
lemma delayedError_step (α l e₀ e₁ : ℝ) (k : ℕ) :
    delayedError α l e₀ e₁ (k + 2) =
      delayedError α l e₀ e₁ (k + 1) - α * l * delayedError α l e₀ e₁ k := rfl
```

## From the mixing rule to the error recursion

The recursion follows from the mixing of an actual quantity $x_k$, the amplitude of the mode in the density or potential. In the linear-response regime its residual is $b - l x_k$, with a constant $b$. A self-consistent value $x_*$ has zero residual, so $l x_* = b$. Mixing with the older residual means

$$x_{k+2} = x_{k+1} + \alpha\,(b - l x_k).$$

Subtract $x_*$ on both sides and replace $b$ by $l x_*$:

$$x_{k+2} - x_* = (x_{k+1} - x_*) - \alpha l\,(x_k - x_*).$$

The deviation $x_k - x_*$ is therefore the delayed error with starting values $x_0 - x_*$ and $x_1 - x_*$. In the theorem, `hs` is the self-consistency condition and `hx` is the mixing rule. The residual is assumed to be exactly linear in $x_k$, which for a real calculation is an approximation near self-consistency. Because the rule reaches back two iterations, the induction carries the claim for $k$ and $k+1$ together, and `linear_combination` performs the subtraction above.

```lean
/-- If `x` is mixed with the residual `b - l x` of the previous iteration, and `xs` is a
self-consistent value, `l xs = b`, then the deviation `x k - xs` is the delayed error. -/
theorem deviation_eq_delayedError (α l b xs : ℝ) (x : ℕ → ℝ) (hs : l * xs = b)
    (hx : ∀ k, x (k + 2) = x (k + 1) + α * (b - l * x k)) (k : ℕ) :
    x k - xs = delayedError α l (x 0 - xs) (x 1 - xs) k := by
  have h : ∀ k, x k - xs = delayedError α l (x 0 - xs) (x 1 - xs) k ∧
      x (k + 1) - xs = delayedError α l (x 0 - xs) (x 1 - xs) (k + 1) := by
    intro k
    induction k with
    | zero => simp [delayedError]
    | succ k ih =>
      refine ⟨ih.2, ?_⟩
      rw [show k + 1 + 1 = k + 2 from rfl, delayedError_step, hx]
      linear_combination ih.2 - α * l * ih.1 - α * hs
  exact (h k).1
```

## A measure that never grows for $0 < \alpha l < 1$

One delayed step replaces the pair $(x, y)$ by $(y,\ y - cx)$. Expanding both values of $V$ gives

$$V(x,y) = (1+c)\,y^2 - 2c\,xy + 2c\,x^2,$$

$$V(y,\,y-cx) = (y-cx)^2 + c\,(cx)^2 + c\,y^2 = (1+c)\,y^2 - 2c\,xy + (c^2 + c^3)\,x^2 .$$

The terms in $y^2$ and $xy$ cancel in the difference, which leaves

$$V(x,y) - V(y,\,y-cx) = (2c - c^2 - c^3)\,x^2 = c\,(1-c)(2+c)\,x^2 .$$

For $0 < c < 1$ the factor is positive, so $V$ decreases whenever the older error is non-zero. The identity itself holds for every real $c$, and `ring` confirms it.

```lean
/-- In one delayed mixing step the quadratic measure drops by `c (1 - c) (2 + c)` times the
square of the older error. -/
theorem lyapunov_drop (c x y : ℝ) :
    lyapunov c x y - lyapunov c y (y - c * x) = c * (1 - c) * (2 + c) * x ^ 2 := by
  unfold lyapunov
  ring
```

Write $V_k = V(e_k, e_{k+1})$ and $\kappa = c(1-c)(2+c)$. Adding the drops of the first $n$ steps, all intermediate values cancel:

$$\kappa \sum_{k=0}^{n-1} e_k^2 = V_0 - V_n .$$

In Lean this is an induction on $n$ that uses the one-step identity once per step.

```lean
lemma partial_sum (α l e₀ e₁ : ℝ) (n : ℕ) :
    (α * l) * (1 - α * l) * (2 + α * l) *
        ∑ k ∈ Finset.range n, delayedError α l e₀ e₁ k ^ 2 =
      lyapunov (α * l) e₀ e₁ -
        lyapunov (α * l) (delayedError α l e₀ e₁ n) (delayedError α l e₀ e₁ (n + 1)) := by
  induction n with
  | zero => simp [delayedError]
  | succ n ih =>
    rw [Finset.sum_range_succ, mul_add, ih, show n + 1 + 1 = n + 2 from rfl,
      delayedError_step]
    have h := lyapunov_drop (α * l) (delayedError α l e₀ e₁ n)
      (delayedError α l e₀ e₁ (n + 1))
    linarith
```

## Convergence for $0 < \alpha l < 1$

In this range $\kappa > 0$ and $V_n \ge 0$, so every partial sum satisfies

$$\sum_{k=0}^{n-1} e_k^2 \le \frac{V_0}{\kappa}.$$

A series of non-negative terms with bounded partial sums converges, and its terms tend to zero. Hence $e_k^2 \to 0$, and taking square roots gives $|e_k| \to 0$. The argument never solves the characteristic equation $r^2 - r + c = 0$, so real, double and complex roots need no separate treatment.

In the proof, `hκ` is the positivity of $\kappa$, `hs` is the summability obtained from the bound, and the last three lines take the square root.

```lean
/-- For `0 < α l < 1` the delayed errors tend to zero from any two starting errors. -/
theorem tendsto_delayedError (α l e₀ e₁ : ℝ) (h0 : 0 < α * l) (h1 : α * l < 1) :
    Tendsto (delayedError α l e₀ e₁) atTop (𝓝 0) := by
  have hκ : 0 < (α * l) * (1 - α * l) * (2 + α * l) :=
    mul_pos (mul_pos h0 (by linarith)) (by linarith)
  -- the total drop of the quadratic measure bounds the sum of squared errors
  have hs : Summable (fun k => delayedError α l e₀ e₁ k ^ 2) := by
    refine summable_of_sum_range_le
      (c := lyapunov (α * l) e₀ e₁ / ((α * l) * (1 - α * l) * (2 + α * l)))
      (fun k => sq_nonneg _) (fun n => ?_)
    rw [le_div_iff₀ hκ, mul_comm, partial_sum]
    have hV : 0 ≤ lyapunov (α * l) (delayedError α l e₀ e₁ n)
        (delayedError α l e₀ e₁ (n + 1)) := by
      unfold lyapunov
      positivity
    linarith
  have h := hs.tendsto_atTop_zero.sqrt
  simp only [Real.sqrt_sq_eq_abs, Real.sqrt_zero] at h
  exact (tendsto_zero_iff_abs_tendsto_zero _).2 h
```

Once the errors are known to vanish, $V_n \to 0$ as well, and the bound becomes an equality in the limit:

$$\sum_{k=0}^{\infty} e_k^2 = \frac{e_1^2 + c\,(e_1-e_0)^2 + c\,e_0^2}{c\,(1-c)(2+c)} .$$

For fixed starting errors with $e_1 \ne 0$ the total grows without limit as $c$ approaches either end of the window. The Lean statement uses `HasSum`, which says that the series of squares converges to the given number. The proof passes to the limit in the partial-sum identity, with `hV` expressing that the measure dies out.

```lean
/-- For `0 < α l < 1` the squared errors, summed over all iterations, equal the initial
quadratic measure divided by `α l (1 - α l) (2 + α l)`. -/
theorem hasSum_sq_error (α l e₀ e₁ : ℝ) (h0 : 0 < α * l) (h1 : α * l < 1) :
    HasSum (fun k => delayedError α l e₀ e₁ k ^ 2)
      ((e₁ ^ 2 + α * l * (e₁ - e₀) ^ 2 + α * l * e₀ ^ 2) /
        ((α * l) * (1 - α * l) * (2 + α * l))) := by
  have hκ : 0 < (α * l) * (1 - α * l) * (2 + α * l) :=
    mul_pos (mul_pos h0 (by linarith)) (by linarith)
  have h := tendsto_delayedError α l e₀ e₁ h0 h1
  have h' : Tendsto (fun k => delayedError α l e₀ e₁ (k + 1)) atTop (𝓝 0) :=
    h.comp (tendsto_add_atTop_nat 1)
  -- the quadratic measure itself dies out
  have hV : Tendsto (fun k => lyapunov (α * l) (delayedError α l e₀ e₁ k)
      (delayedError α l e₀ e₁ (k + 1))) atTop
      (𝓝 ((0 : ℝ) ^ 2 + α * l * (0 - 0) ^ 2 + α * l * 0 ^ 2)) :=
    ((h'.pow 2).add (((h'.sub h).pow 2).const_mul (α * l))).add
      ((h.pow 2).const_mul (α * l))
  rw [show (0 : ℝ) ^ 2 + α * l * (0 - 0) ^ 2 + α * l * 0 ^ 2 = 0 by ring] at hV
  rw [hasSum_iff_tendsto_nat_of_nonneg (fun k => sq_nonneg _)]
  have hT := (hV.const_sub (lyapunov (α * l) e₀ e₁)).div_const
    ((α * l) * (1 - α * l) * (2 + α * l))
  rw [sub_zero] at hT
  refine Tendsto.congr (fun n => ?_) hT
  rw [← partial_sum, mul_div_cancel_left₀ _ hκ.ne']
```

## A form that scales by $\alpha l$

A second quadratic expression settles what happens at larger mixing strength. Let

$$Q_k = e_{k+1}^2 - e_{k+1} e_k + c\,e_k^2 .$$

With $x = e_k$ and $y = e_{k+1}$ as before, the next value is

$$Q_{k+1} = (y-cx)^2 - (y-cx)\,y + c\,y^2 = c\,y^2 - c\,xy + c^2 x^2 = c\,Q_k ,$$

so $Q_k = c^k Q_0$. The induction step in Lean is the same computation: $c$ times the hypothesis for $k$.

```lean
/-- The form `e (k+1)² - e (k+1) e k + α l (e k)²` is multiplied by `α l` in every step. -/
theorem quadratic_form_scaling (α l e₀ e₁ : ℝ) (k : ℕ) :
    delayedError α l e₀ e₁ (k + 1) ^ 2
        - delayedError α l e₀ e₁ (k + 1) * delayedError α l e₀ e₁ k
        + α * l * delayedError α l e₀ e₁ k ^ 2 =
      (α * l) ^ k * (e₁ ^ 2 - e₁ * e₀ + α * l * e₀ ^ 2) := by
  induction k with
  | zero => simp [delayedError]
  | succ k ih =>
    rw [show k + 1 + 1 = k + 2 from rfl, delayedError_step]
    linear_combination (α * l) * ih
```

Completing the square turns this into a bound on the error itself:

$$Q_k = \left(e_{k+1} - \tfrac12 e_k\right)^2 + \left(c - \tfrac14\right) e_k^2 \ \ge\ \left(c - \tfrac14\right) e_k^2 .$$

For $c > \tfrac14$ we may divide, and obtain

$$e_k^2 \le \frac{c^k\,(e_1^2 - e_1 e_0 + c\,e_0^2)}{c - \tfrac14}.$$

When $\tfrac14 < c < 1$, the error thus decays at least as fast as a constant times $c^{k/2}$. For $c \ge 1$ the inequality remains true but no longer forces any decay. The square that `nlinarith` receives as a hint is the one completed here.

```lean
/-- For `α l > 1/4` the squared error is bounded by a constant times `(α l) ^ k`. -/
theorem sq_error_le (α l e₀ e₁ : ℝ) (h : 1 / 4 < α * l) (k : ℕ) :
    delayedError α l e₀ e₁ k ^ 2 ≤
      (α * l) ^ k * (e₁ ^ 2 - e₁ * e₀ + α * l * e₀ ^ 2) / (α * l - 1 / 4) := by
  rw [le_div_iff₀ (by linarith), ← quadratic_form_scaling]
  nlinarith [sq_nonneg (delayedError α l e₀ e₁ (k + 1) - delayedError α l e₀ e₁ k / 2)]
```

## No convergence from all starts at other strengths

Two particular starts exclude the remaining values of $c$.

If $c \le 0$, start from $e_0 = e_1 = 1$. Then $e_{k+2} = e_{k+1} + |c|\,e_k$, so if two successive errors are at least 1, the next one is too. Every error stays at or above 1 and the limit cannot be zero.

If $c \ge 1$, start from $e_0 = 0$, $e_1 = 1$. Then $Q_0 = 1$ and $Q_k = c^k \ge 1$ for all $k$. If the errors tended to zero, $Q_k$ would tend to zero as well, which is a contradiction.

Together with the convergence result, this gives the criterion. The left side of the Lean equivalence says that for every real pair `e₀`, `e₁` the sequence tends to zero, and the right side is $0 < \alpha l < 1$. When the criterion fails, the errors from at least one start do not tend to zero; those from particular starts, such as $e_0 = e_1 = 0$, may still do so. In the proof, the first bullet treats $c \le 0$ and the second $c \ge 1$. Both use `ge_of_tendsto'`, by which a sequence that never falls below 1 cannot have a limit below 1.

```lean
/-- Mixing with a residual one iteration old drives the error of a mode to zero from all real
starting errors if and only if `0 < α l < 1`. -/
theorem delayed_mixing_converges_iff (α l : ℝ) :
    (∀ e₀ e₁ : ℝ, Tendsto (delayedError α l e₀ e₁) atTop (𝓝 0)) ↔
      0 < α * l ∧ α * l < 1 := by
  refine ⟨fun h => ⟨?_, ?_⟩, fun h e₀ e₁ => tendsto_delayedError α l e₀ e₁ h.1 h.2⟩
  · -- for `α l ≤ 0` the errors started at `1, 1` never fall below `1`
    by_contra hc
    have hc' : α * l ≤ 0 := not_lt.mp hc
    have hb : ∀ k, 1 ≤ delayedError α l 1 1 k ∧ 1 ≤ delayedError α l 1 1 (k + 1) := by
      intro k
      induction k with
      | zero => simp [delayedError]
      | succ k ih =>
        refine ⟨ih.2, ?_⟩
        rw [show k + 1 + 1 = k + 2 from rfl, delayedError_step]
        have hp := mul_nonneg (neg_nonneg.mpr hc') (zero_le_one.trans ih.1)
        linarith [ih.2]
    have h10 : (1 : ℝ) ≤ 0 := ge_of_tendsto' (h 1 1) (fun k => (hb k).1)
    linarith
  · -- for `α l ≥ 1` the quadratic form started at `0, 1` never falls below `1`
    by_contra hc
    have hc' : 1 ≤ α * l := not_lt.mp hc
    have h0 := h 0 1
    have h1 : Tendsto (fun k => delayedError α l 0 1 (k + 1)) atTop (𝓝 0) :=
      h0.comp (tendsto_add_atTop_nat 1)
    have hQ := ((h1.pow 2).sub (h1.mul h0)).add ((h0.pow 2).const_mul (α * l))
    have h10 := ge_of_tendsto' (b := (1 : ℝ)) hQ (fun k => by
      rw [quadratic_form_scaling]
      have hp : 1 ≤ (α * l) ^ k := one_le_pow₀ hc'
      linarith)
    norm_num at h10
```

For linear mixing in a self-consistent-field calculation, reduced to one linearised mode with $l > 0$, the criterion says that with a delayed residual the error tends to zero from every start exactly when $0 < \alpha < 1/l$. The statement concerns one real mode: complex eigenvalues, coupling between modes and nonlinear response lie beyond the model.

## The edge of the window and the half that is lost

At $c = 1$ the six-iteration cycle of the opening example appears for every start except $e_0 = e_1 = 0$, where the error stays zero. Two applications of the rule give

$$e_{k+3} = e_{k+2} - e_{k+1} = (e_{k+1} - e_k) - e_{k+1} = -e_k .$$

The error reverses its sign every three iterations and keeps its magnitude. In an iteration log the signed amplitude of the mode would repeat every six iterations, while the size of its residual, which does not show the sign, would repeat every three.

```lean
/-- At `α l = 1` the delayed error changes sign every three iterations and keeps its size. -/
theorem sign_reversal_at_edge (α l e₀ e₁ : ℝ) (h : α * l = 1) (k : ℕ) :
    delayedError α l e₀ e₁ (k + 3) = -delayedError α l e₀ e₁ k := by
  rw [show k + 3 = (k + 1) + 2 from rfl, delayedError_step,
    show k + 1 + 1 = k + 2 from rfl, delayedError_step, h]
  ring
```

With the current residual, the error is $e_k = (1-c)^k e_0$. This tends to zero whenever $|1-c| < 1$, that is, for $0 < c < 2$, and for non-zero $e_0$ only then. The delay therefore halves the range of usable mixing strengths, from $0 < c < 2$ to $0 < c < 1$.

The last theorem treats the part in which the two rules differ, $1 \le c < 2$. There the current residual converges from every `e₀`, while the delayed residual fails for at least one pair `e₀`, `e₁`. The first half of the proof establishes the power formula by induction and uses $|1-c| < 1$. The second half applies the criterion, which would require $c < 1$.

```lean
/-- For `1 ≤ α l < 2` mixing with the current residual converges from every starting error,
while mixing with the residual one iteration old does not. -/
theorem lost_half_of_window (α l : ℝ) (h1 : 1 ≤ α * l) (h2 : α * l < 2) :
    (∀ e₀ : ℝ, Tendsto (currentError α l e₀) atTop (𝓝 0)) ∧
      ¬ ∀ e₀ e₁ : ℝ, Tendsto (delayedError α l e₀ e₁) atTop (𝓝 0) := by
  refine ⟨fun e₀ => ?_, fun h => ?_⟩
  · have hpow : ∀ k, (1 - α * l) ^ k * e₀ = currentError α l e₀ k := by
      intro k
      induction k with
      | zero => simp [currentError]
      | succ k ih =>
        rw [currentError, ← ih]
        ring
    have habs : |1 - α * l| < 1 := abs_lt.mpr ⟨by linarith, by linarith⟩
    have ht := (tendsto_pow_atTop_nhds_zero_of_abs_lt_one habs).mul_const e₀
    rw [zero_mul] at ht
    exact Tendsto.congr hpow ht
  · exact absurd ((delayed_mixing_converges_iff α l).1 h).2 (not_lt.mpr h1)

end

end DelayedResidualMixing
```

```lean
#print axioms DelayedResidualMixing.sq_error_le
#print axioms DelayedResidualMixing.delayed_mixing_converges_iff
#print axioms DelayedResidualMixing.sign_reversal_at_edge
#print axioms DelayedResidualMixing.lost_half_of_window
```

```
'DelayedResidualMixing.sq_error_le' depends on axioms: [propext, Classical.choice, Quot.sound]
'DelayedResidualMixing.delayed_mixing_converges_iff' depends on axioms: [propext, Classical.choice, Quot.sound]
'DelayedResidualMixing.sign_reversal_at_edge' depends on axioms: [propext, Classical.choice, Quot.sound]
'DelayedResidualMixing.lost_half_of_window' depends on axioms: [propext, Classical.choice, Quot.sound]
```
